# The unique best fit of an orbital on a domain, and its Boughton-Pulay residual, for a positive definite overlap matrix

When an orbital with real coefficient vector $c$ is approximated using only the basis functions in a domain $J$, exactly one real coefficient vector $x$ minimises the squared error $(c-x)^T S (c-x)$, provided that the overlap matrix $S$ is real symmetric positive definite. The minimum is $c^T S c - b^T S_{JJ}^{-1} b$, where $S_{JJ}$ is the block of $S$ on $J$ and $b = (Sc)_J$ is the restriction of $Sc$ to $J$.

```lean
import Mathlib

open Matrix

namespace BoughtonPulay

noncomputable section

variable {n : Type*} [Fintype n] [DecidableEq n]

/-- The coefficient vector `x` vanishes outside the orbital domain `J`. -/
def SupportedOn (J : Finset n) (x : n → ℝ) : Prop := ∀ i, i ∉ J → x i = 0

/-- Coefficients given on the domain `J`, padded with zeros to the full basis. -/
def embed (J : Finset n) (y : J → ℝ) : n → ℝ :=
  fun i => if h : i ∈ J then y ⟨i, h⟩ else 0

/-- The block `S_JJ` of the overlap matrix on the domain `J`. -/
def domainOverlap (S : Matrix n n ℝ) (J : Finset n) : Matrix J J ℝ :=
  S.submatrix (fun i => (i : n)) (fun i => (i : n))

/-- The vector `b = (S c)_J`: overlaps of the orbital `c` with the basis functions in `J`. -/
def domainRhs (S : Matrix n n ℝ) (c : n → ℝ) (J : Finset n) : J → ℝ :=
  fun i => (S *ᵥ c) i

/-- The residual `(c - x)ᵀ S (c - x)` left when the orbital `c` is replaced by `x`. -/
def residual (S : Matrix n n ℝ) (c x : n → ℝ) : ℝ := (c - x) ⬝ᵥ S *ᵥ (c - x)

/-- The fitted orbital: `S_JJ⁻¹ b` on the domain and zero outside, for invertible `S_JJ`. -/
def fit (S : Matrix n n ℝ) (c : n → ℝ) (J : Finset n) : n → ℝ :=
  embed J ((domainOverlap S J)⁻¹ *ᵥ domainRhs S c J)

/-- The product of a zero-padded domain vector with any vector is a sum over the domain. -/
theorem embed_dotProduct (J : Finset n) (y : J → ℝ) (v : n → ℝ) :
    embed J y ⬝ᵥ v = y ⬝ᵥ (fun i : J => v i) := by
  have h : ∑ i ∈ J, embed J y i * v i = ∑ i, embed J y i * v i :=
    Finset.sum_subset (Finset.subset_univ J) (fun i _ hi => by simp [embed, hi])
  calc embed J y ⬝ᵥ v = ∑ i, embed J y i * v i := rfl
    _ = ∑ i ∈ J, embed J y i * v i := h.symm
    _ = ∑ i : J, embed J y i * v i :=
        (Finset.sum_coe_sort J (fun i => embed J y i * v i)).symm
    _ = y ⬝ᵥ (fun i : J => v i) := Finset.sum_congr rfl (fun i _ => by simp [embed])

/-- On the domain, the full overlap matrix acts on a zero-padded vector as `S_JJ` does. -/
theorem mulVec_embed (S : Matrix n n ℝ) (J : Finset n) (y : J → ℝ) (i : J) :
    (S *ᵥ embed J y) i = (domainOverlap S J *ᵥ y) i :=
  calc (S *ᵥ embed J y) i = embed J y ⬝ᵥ (fun j => S i j) := dotProduct_comm _ _
    _ = y ⬝ᵥ (fun j : J => S i j) := embed_dotProduct J y _
    _ = (domainOverlap S J *ᵥ y) i := dotProduct_comm _ _

omit [DecidableEq n] in
/-- For a positive definite overlap matrix, every nonzero vector has positive squared norm. -/
theorem overlap_pos {S : Matrix n n ℝ} (hS : S.PosDef) {v : n → ℝ} (hv : v ≠ 0) :
    0 < v ⬝ᵥ S *ᵥ v := by
  have h := hS.dotProduct_mulVec_pos hv
  rwa [star_trivial] at h

omit [DecidableEq n] in
/-- The overlap of two real orbitals does not depend on their order, for positive definite `S`. -/
theorem overlap_symm {S : Matrix n n ℝ} (hS : S.PosDef) (u v : n → ℝ) :
    u ⬝ᵥ S *ᵥ v = v ⬝ᵥ S *ᵥ u := by
  have hT : Sᵀ = S := by
    ext i j
    simpa using hS.isHermitian.apply i j
  rw [Matrix.dotProduct_mulVec, ← Matrix.mulVec_transpose, hT, dotProduct_comm]

/-- If `S` is positive definite, the domain block `S_JJ` has nonzero determinant. -/
theorem domainOverlap_det_ne_zero {S : Matrix n n ℝ} (hS : S.PosDef) (J : Finset n) :
    (domainOverlap S J).det ≠ 0 := by
  intro h
  -- a null vector of the block would give a nonzero orbital of zero norm
  obtain ⟨y, hy, h0⟩ := Matrix.exists_mulVec_eq_zero_iff.mpr h
  have hne : embed J y ≠ 0 := by
    intro he
    apply hy
    funext i
    have hi := congrFun he (i : n)
    simpa [embed] using hi
  have hpos := overlap_pos hS hne
  have hz : (fun i : J => (S *ᵥ embed J y) i) = 0 := by
    funext i
    rw [mulVec_embed, h0]
  rw [embed_dotProduct, hz, dotProduct_zero] at hpos
  exact lt_irrefl _ hpos

/-- For positive definite `S`, the fitting error is `S`-orthogonal to every vector
supported on the domain. -/
theorem error_orthogonal {S : Matrix n n ℝ} (hS : S.PosDef) (c : n → ℝ) (J : Finset n)
    {x : n → ℝ} (hx : SupportedOn J x) : x ⬝ᵥ S *ᵥ (c - fit S c J) = 0 := by
  have hdet : IsUnit (domainOverlap S J).det :=
    isUnit_iff_ne_zero.mpr (domainOverlap_det_ne_zero hS J)
  -- the normal equations on the domain
  have hnormal : ∀ i : J, (S *ᵥ (c - fit S c J)) i = 0 := by
    intro i
    rw [Matrix.mulVec_sub, Pi.sub_apply, fit, mulVec_embed, Matrix.mulVec_mulVec,
      Matrix.mul_nonsing_inv _ hdet, Matrix.one_mulVec]
    exact sub_self _
  refine Finset.sum_eq_zero (fun i _ => ?_)
  by_cases hi : i ∈ J
  · rw [hnormal ⟨i, hi⟩, mul_zero]
  · rw [hx i hi, zero_mul]

/-- For positive definite `S` and `x` supported on the domain, the residual of `x` is that of
the fit plus the squared `S`-norm of the difference between the fit and `x`. -/
theorem residual_pythagoras {S : Matrix n n ℝ} (hS : S.PosDef) (c : n → ℝ) (J : Finset n)
    {x : n → ℝ} (hx : SupportedOn J x) :
    residual S c x = residual S c (fit S c J)
      + (fit S c J - x) ⬝ᵥ S *ᵥ (fit S c J - x) := by
  have hd : SupportedOn J (fit S c J - x) := by
    intro i hi
    have hf : fit S c J i = 0 := by simp [fit, embed, hi]
    rw [Pi.sub_apply, hf, hx i hi, sub_zero]
  have h0 := error_orthogonal hS c J hd
  have hsplit : c - x = (c - fit S c J) + (fit S c J - x) := by abel
  unfold residual
  rw [hsplit, Matrix.mulVec_add, add_dotProduct, dotProduct_add, dotProduct_add,
    overlap_symm hS (c - fit S c J) (fit S c J - x), h0]
  ring

/-- Boughton-Pulay domain residual: for positive definite `S`, the fit is the unique minimiser
of the residual over vectors supported on `J`, with value `cᵀ S c - bᵀ S_JJ⁻¹ b`. -/
theorem boughton_pulay {S : Matrix n n ℝ} (hS : S.PosDef) (c : n → ℝ) (J : Finset n) :
    SupportedOn J (fit S c J) ∧
    (∀ x, SupportedOn J x → x ≠ fit S c J →
      residual S c (fit S c J) < residual S c x) ∧
    residual S c (fit S c J) = c ⬝ᵥ S *ᵥ c
      - domainRhs S c J ⬝ᵥ (domainOverlap S J)⁻¹ *ᵥ domainRhs S c J := by
  have hf : SupportedOn J (fit S c J) := fun i hi => by simp [fit, embed, hi]
  refine ⟨hf, fun x hx hne => ?_, ?_⟩
  · have hpos := overlap_pos hS (sub_ne_zero.mpr hne.symm)
    rw [residual_pythagoras hS c J hx]
    linarith
  · -- orthogonality removes one of the two factors of the error
    have hb : fit S c J ⬝ᵥ S *ᵥ c
        = domainRhs S c J ⬝ᵥ (domainOverlap S J)⁻¹ *ᵥ domainRhs S c J :=
      (embed_dotProduct J _ _).trans (dotProduct_comm _ _)
    unfold residual
    rw [sub_dotProduct, error_orthogonal hS c J hf, sub_zero, Matrix.mulVec_sub,
      dotProduct_sub, overlap_symm hS c (fit S c J), hb]

/-- For positive definite `S`, enlarging the domain never increases the minimal residual. -/
theorem residual_antitone {S : Matrix n n ℝ} (hS : S.PosDef) (c : n → ℝ) {J K : Finset n}
    (hJK : J ⊆ K) : residual S c (fit S c K) ≤ residual S c (fit S c J) := by
  have hsupp : SupportedOn K (fit S c J) :=
    fun i hi => (boughton_pulay hS c J).1 i (fun h => hi (hJK h))
  by_cases h : fit S c J = fit S c K
  · rw [h]
  · exact ((boughton_pulay hS c K).2.1 _ hsupp h).le

/-- For positive definite `S`, the minimal residual vanishes exactly when the orbital `c` is
itself supported on the domain. -/
theorem residual_eq_zero_iff {S : Matrix n n ℝ} (hS : S.PosDef) (c : n → ℝ) (J : Finset n) :
    residual S c (fit S c J) = 0 ↔ SupportedOn J c := by
  have hself : residual S c c = 0 := by simp [residual]
  constructor
  · intro h
    by_cases hc : c = fit S c J
    · rw [hc]
      exact (boughton_pulay hS c J).1
    · exact absurd h (overlap_pos hS (sub_ne_zero.mpr hc)).ne'
  · intro h
    by_cases hc : c = fit S c J
    · rw [← hc]
      exact hself
    · have hlt := (boughton_pulay hS c J).2.1 c h hc
      have hpos : 0 < residual S c (fit S c J) := overlap_pos hS (sub_ne_zero.mpr hc)
      linarith

end

end BoughtonPulay
```

```lean
#print axioms BoughtonPulay.boughton_pulay
#print axioms BoughtonPulay.residual_antitone
#print axioms BoughtonPulay.residual_eq_zero_iff
```

```
'BoughtonPulay.boughton_pulay' depends on axioms: [propext, Classical.choice, Quot.sound]
'BoughtonPulay.residual_antitone' depends on axioms: [propext, Classical.choice, Quot.sound]
'BoughtonPulay.residual_eq_zero_iff' depends on axioms: [propext, Classical.choice, Quot.sound]
```

## The fitted orbital and its minimal residual

A localised orbital has most of its weight on a few atoms, but its coefficients elsewhere are rarely zero. If the orbital is to be represented by the basis functions near those atoms alone, the retained coefficients have to be chosen, and the smallest error that can be reached tells how well the domain can represent this orbital.

The main theorem, `boughton_pulay`, takes a positive definite $S$, any vector $c$ and any set $J$ of basis indices. Its conclusion has three parts:

1. The vector `fit S c J`, equal to $S_{JJ}^{-1} b$ on $J$ and zero elsewhere, is supported on $J$.
2. Every other vector supported on $J$ has a strictly larger residual.
3. The residual of the fit is $c^T S c - b^T S_{JJ}^{-1} b$.

The first two parts together say that the fit is the unique minimiser.

Two further theorems concern the choice of a domain. By `residual_antitone`, if $J \subseteq K$, the minimal residual on $K$ is at most that on $J$. By `residual_eq_zero_iff`, the minimal residual is zero exactly when $c$ already vanishes outside $J$.

## Overlaps, domains and norms in the Lean statement

The finite type `n` labels the basis functions, and `S : Matrix n n ℝ` is their overlap matrix. The hypothesis `S.PosDef` contains the symmetry of $S$ as well as $v^T S v > 0$ for every $v \neq 0$. Physically, it stands for a basis of real, linearly independent functions: no nontrivial combination of them has zero norm.

The domain is `J : Finset n`, and `SupportedOn J x` says that $x_i = 0$ for every $i \notin J$. A vector indexed by the domain alone has the type `J → ℝ`, and `embed` pads it with zeros to the full basis. The block $S_{JJ}$ is `domainOverlap S J`, and $b$ is `domainRhs S c J`. In the notation, `*ᵥ` is a matrix acting on a vector and `⬝ᵥ` is the dot product.

The quantity called `residual` is a squared norm, and $c$ need not be normalised. For a normalised orbital, $c^T S c = 1$ and the minimum becomes $1 - b^T S_{JJ}^{-1} b$. For any other nonzero $c$, dividing the minimum by $c^T S c$ gives the corresponding relative value.

The step from this model to a molecule is the identification of $S_{ij}$ with the integral $\int \chi_i \chi_j$ over real basis functions $\chi_i$, which makes $(c-x)^T S (c-x)$ the integrated squared difference between two orbitals.

Some local correlation methods use this residual to judge domains for localised occupied orbitals, while others select domains by different criteria; the theorem treats one orbital in a finite real basis, with the domain given. The Boughton-Pulay procedure builds the domain from whole atoms, adding them until the residual is small enough. Here $J$ is an arbitrary set of basis functions, and neither the order in which atoms are added nor the threshold enters. The effect of a domain on the correlation energy is a separate question.

## Why the fitting error is orthogonal to the domain

Let $y$ be a vector on $J$ and $\tilde y$ its zero-padded version. For any full vector $v$, and for $i \in J$,

$$
\tilde y^T v = \sum_{j \in J} y_j v_j, \qquad
(S\tilde y)_i = \sum_{j \in J} S_{ij} y_j = (S_{JJ}\, y)_i .
$$

The block $S_{JJ}$ is invertible. Otherwise there would be a $y \neq 0$ with $S_{JJ}\, y = 0$, and then $\tilde y \neq 0$ while $\tilde y^T S \tilde y = y^T S_{JJ}\, y = 0$, against positive definiteness.

Let $f$ be the zero-padded version of $S_{JJ}^{-1} b$. For $i \in J$,

$$
(S(c-f))_i = b_i - (S_{JJ} S_{JJ}^{-1} b)_i = 0 .
$$

These are the normal equations. If $x$ is supported on $J$, each term of $x^T S (c-f) = \sum_i x_i\, (S(c-f))_i$ vanishes: the second factor is zero for $i \in J$, and the first for $i \notin J$. Hence $x^T S (c-f) = 0$.

Write $R(x) = (c-x)^T S (c-x)$ and $d = f - x$, with $x$ supported on $J$. Then $d$ is supported on $J$ too, and $c - x = (c-f) + d$. Expanding gives

$$
R(x) = R(f) + (c-f)^T S d + d^T S (c-f) + d^T S d = R(f) + d^T S d .
$$

The two cross terms are equal by the symmetry of $S$, and zero by orthogonality. If $x \neq f$, then $d^T S d > 0$, so $R(x) > R(f)$.

For the value, orthogonality applied to $f$ itself removes one factor of the error:

$$
R(f) = c^T S (c-f) - f^T S (c-f) = c^T S c - c^T S f .
$$

By symmetry and zero padding, $c^T S f = f^T S c = (S_{JJ}^{-1} b)^T b = b^T S_{JJ}^{-1} b$.

The statements about domains follow. If $J \subseteq K$, the best fit on $J$ is also a trial vector on $K$, so the minimum on $K$ is no larger. If $R(f) = 0$, positivity forces $c = f$, which is supported on $J$. Conversely, if $c$ is supported on $J$, it is a trial vector with $R(c) = 0$, so $R(f) \le 0$; since $R$ is never negative, $R(f) = 0$.

## The same steps in Lean

The two identities for padded vectors are `embed_dotProduct` and `mulVec_embed`. The first restricts the full sum to $J$, where the padding has no effect, and the second applies it to row $i$ of $S$. Positivity and symmetry of the overlap are stated as `overlap_pos` and `overlap_symm`.

The invertibility argument is `domainOverlap_det_ne_zero`. It assumes that the determinant is zero, obtains a null vector from `Matrix.exists_mulVec_eq_zero_iff`, and pads it to reach the contradiction. This lemma is what gives the inverse in `fit` its usual meaning, since Lean assigns the value zero to the inverse of a singular matrix.

In `error_orthogonal`, the intermediate claim `hnormal` is the set of normal equations. The case split on `i ∈ J` then shows which factor of each term vanishes. The theorem `residual_pythagoras` first checks that $f - x$ is supported on $J$, then splits the error through `hsplit` and expands it; symmetry and orthogonality remove the cross terms.

In `boughton_pulay`, strict minimality combines this identity with `overlap_pos`, and `linarith` finishes the inequality. The equation `hb` is $f^T S c = b^T S_{JJ}^{-1} b$, used for the value. The last two theorems distinguish whether two vectors coincide, because the strict minimality statement speaks only of vectors different from the fit, and `overlap_pos` only of nonzero vectors.

## Two identical basis functions

Positive semidefiniteness of $S$ is not enough for uniqueness of the coefficient vector. Take

$$
S = \begin{pmatrix} 1 & 1 \\ 1 & 1 \end{pmatrix}, \qquad c = \begin{pmatrix} 0 \\ 1 \end{pmatrix},
$$

which describes a normalised function entered twice in the basis. With both indices in $J$, the residual is $(1 - x_1 - x_2)^2$, and every $x$ with $x_1 + x_2 = 1$ minimises it. All these vectors describe the same orbital, so only the coefficients are ambiguous.

The criterion for a zero residual fails for the same matrix. If $J$ contains only the first index, then $S_{JJ} = 1$ and $b = 1$, so the fit is $(1, 0)^T$. Its residual is zero, although $c$ is not supported on $J$: the two coefficient vectors differ but describe the same orbital.
